# The t² coefficient of the energy error when the decoupling matrix is changed by tY at fixed large component

In a finite matrix model with Hermitian `H` and `M`, a spinor v has large component a and small component Xa, where X is the decoupling matrix. The theorem `energy_error_limit` supposes that Hv = eMv with e real and v†Mv ≠ 0, and changes X to X + tY with a held fixed. It states that the error in the Rayleigh quotient, divided by t², tends as the real number t goes to 0 through nonzero values to (Ya)†(H₂₂ − eM₂₂)(Ya) / v†Mv, where the subscript 22 marks the small-component block. The vectors need not be normalised, since the energy is itself a quotient and the limit carries the divisor v†Mv. The proof takes an exact identity for the expectation value of H − eM, in which only a t² term survives, and combines it with the continuity of the denominator at t = 0.

This version doesn't compile in Lean 4 with Mathlib:

```lean
import Mathlib

open Matrix Filter Topology
open scoped ComplexOrder

namespace DecouplingError

variable {m n k : Type*} [Fintype m] [Fintype n] [Fintype k]

/-- The spinor with large component `a` and small component `X a`. -/
def fourSpinor (X : Matrix n m ℂ) (a : m → ℂ) : m ⊕ n → ℂ := Sum.elim a (X *ᵥ a)

/-- The unnormalised expectation value `v† A v`. -/
def expect (A : Matrix k k ℂ) (v : k → ℂ) : ℂ := star v ⬝ᵥ (A *ᵥ v)

/-- The Rayleigh quotient `v† H v / v† M v`, meaningful where `v† M v ≠ 0`. -/
noncomputable def energy (H M : Matrix k k ℂ) (v : k → ℂ) : ℂ := expect H v / expect M v

omit [Fintype n] in
/-- Changing the decoupling matrix by `t Y` adds `t Y a` to the small component only. -/
theorem fourSpinor_shift (X Y : Matrix n m ℂ) (a : m → ℂ) (t : ℂ) :
    fourSpinor (X + t • Y) a = fourSpinor X a + t • Sum.elim (0 : m → ℂ) (Y *ᵥ a) := by
  ext i
  cases i <;> simp [fourSpinor, add_mulVec, smul_mulVec]

private lemma expect_add_smul (A : Matrix k k ℂ) (v w : k → ℂ) (t : ℝ) :
    expect A (v + (t : ℂ) • w) = expect A v
      + (t : ℂ) * (star w ⬝ᵥ (A *ᵥ v) + star v ⬝ᵥ (A *ᵥ w)) + (t : ℂ) ^ 2 * expect A w := by
  simp only [expect, star_add, star_smul, mulVec_add, mulVec_smul, add_dotProduct,
    dotProduct_add, smul_dotProduct, dotProduct_smul, smul_eq_mul, Complex.star_def,
    Complex.conj_ofReal]
  ring

private lemma swap {A : Matrix k k ℂ} (hA : A.IsHermitian) (v w : k → ℂ) :
    star v ⬝ᵥ (A *ᵥ w) = star (star w ⬝ᵥ (A *ᵥ v)) :=
  calc star v ⬝ᵥ (A *ᵥ w) = star (star (A *ᵥ w) ⬝ᵥ v) := by apply Matrix.star_dotProduct
    _ = star (star w ⬝ᵥ (A *ᵥ v)) := by
      rw [Matrix.star_mulVec, hA.eq, ← Matrix.dotProduct_mulVec]

omit [Fintype k] in
private lemma shift_hermitian {H M : Matrix k k ℂ} (hH : H.IsHermitian) (hM : M.IsHermitian)
    (e : ℝ) : (H - (e : ℂ) • M).IsHermitian := by
  rw [Matrix.IsHermitian, conjTranspose_sub, conjTranspose_smul, hH.eq, hM.eq,
    Complex.star_def, Complex.conj_ofReal]

private lemma shift_apply (H M : Matrix k k ℂ) (e : ℂ) (x y : k → ℂ) :
    x ⬝ᵥ ((H - e • M) *ᵥ y) = x ⬝ᵥ (H *ᵥ y) - e * (x ⬝ᵥ (M *ᵥ y)) := by
  rw [sub_mulVec, smul_mulVec, dotProduct_sub, dotProduct_smul, smul_eq_mul]

private lemma expect_small (A : Matrix (m ⊕ n) (m ⊕ n) ℂ) (b : n → ℂ) :
    expect A (Sum.elim (0 : m → ℂ) b) = expect A.toBlocks₂₂ b := by
  simp [expect, dotProduct, mulVec, Fintype.sum_sum_type, toBlocks₂₂]

private lemma expect_hasDerivAt (A : Matrix k k ℂ) (v w : k → ℂ) :
    HasDerivAt (fun t : ℝ => expect A (v + (t : ℂ) • w))
      (star w ⬝ᵥ (A *ᵥ v) + star v ⬝ᵥ (A *ᵥ w)) 0 := by
  have ht : HasDerivAt (fun t : ℝ => (t : ℂ)) 1 0 := by
    simpa using (hasDerivAt_id' (0 : ℝ)).ofReal_comp
  rw [funext fun t : ℝ => expect_add_smul A v w t]
  exact (((ht.mul_const _).const_add _).fun_add ((ht.fun_pow 2).mul_const _)).congr_deriv
    (by simp)

/-- If `H v = e M v` and the decoupling matrix is changed by `t Y`, the expectation value of `H - e
M` is exactly `t²` times that of its small-component block in `Y a`. -/
theorem residual_quadratic {H M : Matrix (m ⊕ n) (m ⊕ n) ℂ} (hH : H.IsHermitian)
    (hM : M.IsHermitian) (X Y : Matrix n m ℂ) (a : m → ℂ) (e t : ℝ)
    (hv : H *ᵥ fourSpinor X a = (e : ℂ) • (M *ᵥ fourSpinor X a)) :
    expect (H - (e : ℂ) • M) (fourSpinor (X + (t : ℂ) • Y) a) =
      (t : ℂ) ^ 2 * expect (H.toBlocks₂₂ - (e : ℂ) • M.toBlocks₂₂) (Y *ᵥ a) := by
  have hA : (H - (e : ℂ) • M) *ᵥ fourSpinor X a = 0 := by
    rw [sub_mulVec, smul_mulVec, hv, sub_self]
  have hB : (H - (e : ℂ) • M).toBlocks₂₂ = H.toBlocks₂₂ - (e : ℂ) • M.toBlocks₂₂ := rfl
  -- constant and linear terms vanish by the eigenvalue equation and Hermiticity
  rw [fourSpinor_shift, expect_add_smul, swap (shift_hermitian hH hM e) (fourSpinor X a),
    expect_small, hB, expect, hA]
  simp

/-- At a solution of `H v = e M v` with `v† M v ≠ 0`, the energy error caused by changing the
decoupling matrix by `t Y`, divided by `t²`, tends to the expectation value of `H22 - e M22` in `Y
a`, divided by `v† M v`. -/
theorem energy_error_limit {H M : Matrix (m ⊕ n) (m ⊕ n) ℂ} (hH : H.IsHermitian)
    (hM : M.IsHermitian) (X Y : Matrix n m ℂ) (a : m → ℂ) (e : ℝ)
    (hv : H *ᵥ fourSpinor X a = (e : ℂ) • (M *ᵥ fourSpinor X a))
    (h0 : expect M (fourSpinor X a) ≠ 0) :
    Tendsto (fun t : ℝ => (energy H M (fourSpinor (X + (t : ℂ) • Y) a) - e) / (t : ℂ) ^ 2)
      (𝓝[≠] 0) (𝓝 (expect (H.toBlocks₂₂ - (e : ℂ) • M.toBlocks₂₂) (Y *ᵥ a)
        / expect M (fourSpinor X a))) := by
  have hN : Tendsto (fun t : ℝ => expect M (fourSpinor (X + (t : ℂ) • Y) a)) (𝓝 0)
      (𝓝 (expect M (fourSpinor X a))) := by
    simp only [fourSpinor_shift]
    simpa using (expect_hasDerivAt M (fourSpinor X a)
      (Sum.elim (0 : m → ℂ) (Y *ᵥ a))).continuousAt.tendsto
  refine ((tendsto_const_nhds.div hN h0).mono_left nhdsWithin_le_nhds).congr' ?_
  filter_upwards [nhdsWithin_le_nhds (hN.eventually_ne h0), self_mem_nhdsWithin] with t ht ht0
  have htc : (t : ℂ) ^ 2 ≠ 0 := pow_ne_zero 2 (Complex.ofReal_ne_zero.mpr ht0)
  have hq := residual_quadratic hH hM X Y a e t hv
  rw [expect, shift_apply] at hq
  change expect H _ - e * expect M _ = _ at hq
  rw [energy, div_sub' ht, div_div, div_eq_div_iff ht (mul_ne_zero ht htc)]
  linear_combination (-expect M (fourSpinor (X + (t : ℂ) • Y) a)) * hq

end DecouplingError
```

Messages:

```
Main.lean:99:36: error: Tactic `rewrite` failed: Did not find an occurrence of the pattern
  @Eq ℂ (?m.366 / expect M (fourSpinor (X + ↑t • Y) a)) (?m.368 / (expect M (fourSpinor (X + ↑t • Y) a) * ↑t ^ 2))
in the target expression
  @Eq ℂ
    (((fun x => expect (H.toBlocks₂₂ - ↑e • M.toBlocks₂₂) (Y *ᵥ a)) / fun t => expect M (fourSpinor (X + ↑t • Y) a)) t)
    ((expect H (fourSpinor (X + ↑t • Y) a) - expect M (fourSpinor (X + ↑t • Y) a) * ↑e) /
      (expect M (fourSpinor (X + ↑t • Y) a) * ↑t ^ 2))

m : Type u_1
n : Type u_2
inst✝¹ : Fintype m
inst✝ : Fintype n
H M : Matrix (m ⊕ n) (m ⊕ n) ℂ
hH : H.IsHermitian
hM : M.IsHermitian
X Y : Matrix n m ℂ
a : m → ℂ
e : ℝ
hv : H *ᵥ fourSpinor X a = ↑e • M *ᵥ fourSpinor X a
h0 : expect M (fourSpinor X a) ≠ 0
hN : Tendsto (fun t => expect M (fourSpinor (X + ↑t • Y) a)) (𝓝 0) (𝓝 (expect M (fourSpinor X a)))
t : ℝ
ht : expect M (fourSpinor (X + ↑t • Y) a) ≠ 0
ht0 : t ∈ {0}ᶜ
htc : ↑t ^ 2 ≠ 0
hq :
  expect H (fourSpinor (X + ↑t • Y) a) - ↑e * expect M (fourSpinor (X + ↑t • Y) a) =
    ↑t ^ 2 * expect (H.toBlocks₂₂ - ↑e • M.toBlocks₂₂) (Y *ᵥ a)
⊢ ((fun x => expect (H.toBlocks₂₂ - ↑e • M.toBlocks₂₂) (Y *ᵥ a)) / fun t => expect M (fourSpinor (X + ↑t • Y) a)) t =
    (expect H (fourSpinor (X + ↑t • Y) a) - expect M (fourSpinor (X + ↑t • Y) a) * ↑e) /
      (expect M (fourSpinor (X + ↑t • Y) a) * ↑t ^ 2)
```

The single error is a failure of `rewrite` at `div_eq_div_iff`. That lemma needs an equation between two quotients, here of complex numbers. The right side already has this form, but the left side is a quotient of two functions, applied as a whole to `t`. It comes from `tendsto_const_nhds.div hN h0`, which states its limit for the quotient of a constant function and the function in `hN`.

By definition, a quotient of functions evaluated at `t` is the quotient of their values at `t`, so the two forms are equal. But `rewrite` looks for the pattern as written and does not unfold the division of functions to find it.

The added `change` restates the left side as the quotient of the two values, which Lean accepts because the forms agree by definition, and its `_` leaves the right side as it was. Both sides are then visible quotients of complex numbers when `div_eq_div_iff` is reached, and the rewrite succeeds. The closing `linear_combination` needed no change.

The change, after which it compiles:

```diff
@@ -97,4 +97,6 @@
   rw [expect, shift_apply] at hq
   change expect H _ - e * expect M _ = _ at hq
+  change expect (H.toBlocks₂₂ - (e : ℂ) • M.toBlocks₂₂) (Y *ᵥ a)
+    / expect M (fourSpinor (X + (t : ℂ) • Y) a) = _
   rw [energy, div_sub' ht, div_div, div_eq_div_iff ht (mul_ne_zero ht htc)]
   linear_combination (-expect M (fourSpinor (X + (t : ℂ) • Y) a)) * hq
```
